# The propagator of a two-level Hamiltonian aσ_x + bσ_z over a time h has eigenvalues exp(±ih√(a² + b²))

A two-level system has the Hamiltonian H = aσ_x + bσ_z, with a and b real and constant in time, and evolves for a real time h under exp(−ihH), in units where ħ = 1. The theorem `exact_eigenvalues` gives the characteristic polynomial of this propagator: for every complex z, det(z − exp(−ihH)) = (z − exp(ihE))(z − exp(−ihE)), where E = √(a² + b²). The proof writes (a, b) as E times a real unit vector (u, v), so that H = EP with P = uσ_x + vσ_z. Since P² = 1, the propagator is cos(hE) − i sin(hE)P, and the eigenvalues follow from its determinant, 1, and its trace, 2 cos(hE).

This version doesn't compile in Lean 4 with Mathlib:

```lean
import Mathlib

open Matrix
open Complex (I)
open scoped Real

namespace ExactEigenvalues

noncomputable section

/-- The Pauli matrix `σ_x`. -/
def sigmaX : Matrix (Fin 2) (Fin 2) ℂ := !![0, 1; 1, 0]

/-- The Pauli matrix `σ_z`. -/
def sigmaZ : Matrix (Fin 2) (Fin 2) ℂ := !![1, 0; 0, -1]

/-- The two-level Hamiltonian `a σ_x + b σ_z`. -/
def hamiltonian (a b : ℝ) : Matrix (Fin 2) (Fin 2) ℂ :=
  (a : ℂ) • sigmaX + (b : ℂ) • sigmaZ

/-- The propagator `exp(-i τ H)` over a time `τ`, with `ħ = 1`. -/
def propagator (H : Matrix (Fin 2) (Fin 2) ℂ) (τ : ℝ) : Matrix (Fin 2) (Fin 2) ℂ :=
  NormedSpace.exp ((-(I * (τ : ℂ))) • H)

/-- If `P² = 1`, the Hamiltonian `E P` generates the evolution
`cos(Eτ) - i sin(Eτ) P`. -/
theorem propagator_involution {P : Matrix (Fin 2) (Fin 2) ℂ} (hP : P * P = 1) (E τ : ℝ) :
    propagator ((E : ℂ) • P) τ =
      (Real.cos (E * τ) : ℂ) • (1 : Matrix (Fin 2) (Fin 2) ℂ)
        - (I * (Real.sin (E * τ) : ℂ)) • P := by
  have hJ : ((-I) • P) * ((-I) • P) = -1 := by
    rw [smul_mul_smul_comm, hP]
    simp
  -- the real-algebra homomorphism from ℂ that sends i to -iP carries exp to exp
  let f := Complex.liftAux ((-I) • P) hJ
  have hf : Continuous f := f.toLinearMap.continuous_of_finiteDimensional
  have key : f (NormedSpace.exp (((E * τ : ℝ) : ℂ) * I)) =
      NormedSpace.exp (f (((E * τ : ℝ) : ℂ) * I)) := by
    let : NormedRing (Matrix (Fin 2) (Fin 2) ℂ) := Matrix.linftyOpNormedRing
    let : NormedAlgebra ℝ (Matrix (Fin 2) (Fin 2) ℂ) := Matrix.linftyOpNormedAlgebra
    exact NormedSpace.map_exp f hf _
  have he : f (((E * τ : ℝ) : ℂ) * I) = (-(I * (τ : ℂ))) • ((E : ℂ) • P) := by
    change Complex.liftAux ((-I) • P) hJ _ = _
    rw [Complex.liftAux_apply, Complex.re_ofReal_mul, Complex.im_ofReal_mul,
      Complex.I_re, Complex.I_im, mul_zero, mul_one, map_zero, zero_add]
    ext i j
    simp only [Matrix.smul_apply, smul_eq_mul, Complex.real_smul, Complex.ofReal_mul]
    ring
  rw [propagator, ← he, ← key, ← Complex.exp_eq_exp_ℂ]
  change Complex.liftAux ((-I) • P) hJ _ = _
  rw [Complex.liftAux_apply, Complex.exp_ofReal_mul_I_re, Complex.exp_ofReal_mul_I_im,
    Algebra.algebraMap_eq_smul_one]
  ext i j
  simp only [Matrix.add_apply, Matrix.sub_apply, Matrix.smul_apply, smul_eq_mul,
    Complex.real_smul]
  ring

/-- A two-level step with determinant one and trace `2 cos t` has the
eigenvalues `exp(it)` and `exp(-it)`, counted with multiplicity. -/
theorem det_of_trace {U : Matrix (Fin 2) (Fin 2) ℂ} {t : ℝ} (hdet : U.det = 1)
    (htr : U.trace = 2 * (Real.cos t : ℂ)) (z : ℂ) :
    (z • (1 : Matrix (Fin 2) (Fin 2) ℂ) - U).det =
      (z - Complex.exp (t * I)) * (z - Complex.exp (-t * I)) := by
  rw [Matrix.det_fin_two] at hdet
  rw [Matrix.trace_fin_two, Complex.ofReal_cos] at htr
  rw [Complex.exp_mul_I, Complex.exp_mul_I, Complex.cos_neg, Complex.sin_neg,
    Matrix.det_fin_two]
  simp only [Matrix.sub_apply, Matrix.smul_apply, smul_eq_mul, Matrix.one_apply_eq,
    Matrix.one_apply_ne (show (0 : Fin 2) ≠ 1 by decide),
    Matrix.one_apply_ne (show (1 : Fin 2) ≠ 0 by decide)]
  linear_combination hdet - z * htr - Complex.sin_sq_add_cos_sq (t : ℂ)
    + Complex.sin (t : ℂ) ^ 2 * Complex.I_sq

/-- The exact step `exp(-ihH)` with `H = a σ_x + b σ_z` has the eigenvalues
`exp(±i h √(a² + b²))`. -/
theorem exact_eigenvalues (a b h : ℝ) (z : ℂ) :
    (z • (1 : Matrix (Fin 2) (Fin 2) ℂ) - propagator (hamiltonian a b) h).det =
      (z - Complex.exp ((h * √(a ^ 2 + b ^ 2) : ℝ) * I)) *
        (z - Complex.exp (-(h * √(a ^ 2 + b ^ 2) : ℝ) * I)) := by
  have hE : √(a ^ 2 + b ^ 2) ^ 2 = a ^ 2 + b ^ 2 := Real.sq_sqrt (by positivity)
  generalize √(a ^ 2 + b ^ 2) = E at *
  -- write the field (a, b) as its strength E times a unit direction (u, v)
  obtain ⟨u, v, huv, rfl, rfl⟩ : ∃ u v : ℝ, u ^ 2 + v ^ 2 = 1 ∧ a = E * u ∧ b = E * v := by
    by_cases h0 : E = 0
    · subst h0
      have ha : a = 0 := by nlinarith [sq_nonneg a, sq_nonneg b]
      have hb : b = 0 := by nlinarith [sq_nonneg a, sq_nonneg b]
      exact ⟨1, 0, by norm_num, by simp [ha], by simp [hb]⟩
    · refine ⟨a / E, b / E, ?_, by field_simp, by field_simp⟩
      rw [div_pow, div_pow, ← add_div, ← hE, div_self (pow_ne_zero 2 h0)]
  have huv' : (u : ℂ) ^ 2 + (v : ℂ) ^ 2 = 1 := by exact_mod_cast huv
  have hP : hamiltonian u v * hamiltonian u v = 1 := by
    ext i j
    fin_cases i <;> fin_cases j <;>
      simp [hamiltonian, sigmaX, sigmaZ, Matrix.mul_apply, Fin.sum_univ_succ] <;>
      first | ring | linear_combination huv'
  have hH : hamiltonian (E * u) (E * v) = (E : ℂ) • hamiltonian u v := by
    simp only [hamiltonian, Complex.ofReal_mul]
    module
  have hcs := Real.sin_sq_add_cos_sq (h * E)
  apply det_of_trace
  all_goals
    rw [hH, propagator_involution hP, mul_comm E h]
    generalize Real.cos (h * E) = c at *
    generalize Real.sin (h * E) = s at *
    have hcs' : (s : ℂ) ^ 2 + (c : ℂ) ^ 2 = 1 := by exact_mod_cast hcs
  · simp [hamiltonian, sigmaX, sigmaZ, Matrix.det_fin_two]
    linear_combination hcs' - (s : ℂ) ^ 2 * ((u : ℂ) ^ 2 + (v : ℂ) ^ 2) * Complex.I_sq
      + (s : ℂ) ^ 2 * huv'
  · simp [hamiltonian, sigmaX, sigmaZ, Matrix.trace_fin_two]
    ring

end

end ExactEigenvalues
```

Lean reports:

```
Try this:
  [apply] ring_nf
  
  The `ring` tactic failed to close the goal. Use `ring_nf` to obtain a normal form.
    
  Note that `ring` works primarily in *commutative* rings. If you have a noncommutative ring, abelian group or module, consider using `noncomm_ring`, `abel` or `module` instead.
Try this:
  [apply] ring_nf
  
  The `ring` tactic failed to close the goal. Use `ring_nf` to obtain a normal form.
    
  Note that `ring` works primarily in *commutative* rings. If you have a noncommutative ring, abelian group or module, consider using `noncomm_ring`, `abel` or `module` instead.
Main.lean:92:53: error: unsolved goals
case «0».«0»
h : ℝ
z : ℂ
E u v : ℝ
huv : u ^ 2 + v ^ 2 = 1
hE : E ^ 2 = (E * u) ^ 2 + (E * v) ^ 2
huv' : ↑u ^ 2 + ↑v ^ 2 = 1
⊢ ↑v ^ 2 + ↑u ^ 2 = 1

case «1».«1»
h : ℝ
z : ℂ
E u v : ℝ
huv : u ^ 2 + v ^ 2 = 1
hE : E ^ 2 = (E * u) ^ 2 + (E * v) ^ 2
huv' : ↑u ^ 2 + ↑v ^ 2 = 1
⊢ ↑u ^ 2 + ↑v ^ 2 = 1
```

What went wrong. The error is in the proof of `hP`, the statement that P² = 1, which is checked entry by entry. The two diagonal entries are left as u² + v² = 1, up to the order of the terms. This is true only because (u, v) is a unit vector, which is the hypothesis `huv'`, and `ring` does not use hypotheses.

The line `first | ring | linear_combination huv'` was meant to try `ring` and then fall back on the hypothesis. But `first` moves on only when a tactic fails, and `ring` does not always fail when it cannot close a goal. It falls back on `ring_nf`, and if that can rewrite the goal, `ring` counts as having succeeded, with only the "Try this" message to show for it. That happened twice here, so `linear_combination huv'` was never tried on these two goals, and they were left unsolved.

`ring1` has no such fallback: it closes the goal or fails. With it in place of `ring`, `first` goes on to `linear_combination huv'`, which closes both diagonal entries.

As a diff, the version that Lean accepts:

```diff
@@ -94,5 +94,5 @@
     fin_cases i <;> fin_cases j <;>
       simp [hamiltonian, sigmaX, sigmaZ, Matrix.mul_apply, Fin.sum_univ_succ] <;>
-      first | ring | linear_combination huv'
+      first | ring1 | linear_combination huv'
   have hH : hamiltonian (E * u) (E * v) = (E : ℂ) • hamiltonian u v := by
     simp only [hamiltonian, Complex.ofReal_mul]
```
